# Expected energy of the average of independent parameter errors in a quadratic energy model

Let the energy at parameter displacement $x\in\mathbb R^d$ be $E(x)=E_0+\tfrac12\langle x,Hx\rangle$, with $H$ a real matrix, and let $p$ be a finite-valued random error with mean zero and covariance $C$. The average of $n\ge1$ independent copies of $p$ has expected energy
$$E_0+\frac{\operatorname{tr}(HC)}{2n}.$$
More copies strictly lower this value exactly when $\operatorname{tr}(HC)>0$. In variational Monte Carlo the second term is the expected energy penalty left after averaging noisily optimised wave-function parameters, for an exactly quadratic energy with its minimum at $x=0$ and independent, identically distributed iterates whose mean is that minimum.

## From second moments to the $1/n$ law

Write $\langle\cdot\rangle$ for the expectation, $\bar p=\langle p\rangle$, $\delta=p-\bar p$ and $C_{ij}=\langle\delta_i\delta_j\rangle$. Then $\langle p_jp_i\rangle=C_{ji}+\bar p_j\bar p_i$, so
$$\langle E(p)\rangle=E_0+\tfrac12\sum_{ij}H_{ij}\,(C_{ji}+\bar p_j\bar p_i)=E(\bar p)+\tfrac12\operatorname{tr}(HC).$$
Symmetry of $H$ is not used.

Take independent copies $p^{(k)}$, $k=0,\dots,n-1$, with deviations $\delta^{(k)}$, real weights $a_k$, and $P=\sum_ka_kp^{(k)}$. Its mean is $(\sum_ka_k)\,\bar p$. For $k\ne l$, independence gives $\langle\delta^{(k)}_i\delta^{(l)}_j\rangle=\langle\delta_i\rangle\langle\delta_j\rangle=0$, hence
$$\operatorname{Cov}(P)_{ij}=\sum_{kl}a_ka_l\langle\delta^{(k)}_i\delta^{(l)}_j\rangle=\Big(\sum_ka_k^2\Big)C_{ij}.$$
If $\sum_ka_k=1$, then $\langle E(P)\rangle=E(\bar p)+(\sum_ka_k^2)\operatorname{tr}(HC)/2$. With $a_k=1/n$ one has $\sum_ka_k^2=1/n$, and $\bar p=0$ gives the claim.

Put $T=\operatorname{tr}(HC)$. For $m<n$ copies, $T/2n<T/2m$ is equivalent to $T(n-m)>0$, that is to $T>0$. Since $T=\langle\langle\delta,H\delta\rangle\rangle$, a nonnegative quadratic form gives $T\ge0$. Finally, Cauchy–Schwarz gives $1=(\sum_ka_k)^2\le n\sum_ka_k^2$, so for $T\ge0$ no normalised weighting beats the plain average.

## One parameter, two outcomes

Let $p=\pm1$ with probability $\tfrac12$ each and $H=2$, so $E(x)=E_0+x^2$, $C=1$, $T=2$. One copy gives $E_0+1$. For two copies the average takes the values $1,0,0,-1$ with equal probability, and the expected energy is $E_0+\tfrac12=E_0+T/4$. Weights $(\tfrac34,\tfrac14)$ give the values $\pm1,\pm\tfrac12$ and the higher energy $E_0+\tfrac58$. With $H=-2$ the two-copy average raises the energy from $E_0-1$ to $E_0-\tfrac12$.

## Distributions, moments and the energy

In Lean 4 with Mathlib:

```lean
import Mathlib

open Finset Matrix

namespace IterateAveraging

noncomputable section
```

A distribution is a list of nonnegative weights `w` summing to one on a finite outcome set `Ω`; continuous noise is not covered. The finite type `d` indexes the parameters, and `expect` is $\langle\cdot\rangle$.

```lean
/-- A probability distribution on a finite set of outcomes. -/
structure FinDist (Ω : Type*) [Fintype Ω] where
  w : Ω → ℝ
  nonneg : ∀ ω, 0 ≤ w ω
  total : ∑ ω, w ω = 1

variable {Ω d : Type*} [Fintype Ω] [Fintype d]

/-- Expectation value of a real random variable. -/
def FinDist.expect (μ : FinDist Ω) (f : Ω → ℝ) : ℝ := ∑ ω, μ.w ω * f ω
```

A run of $n$ iterations is a function `Fin n → Ω`, weighted by the product of one-draw weights. Independence and identical distribution are thus built into the model. Successive iterates of an optimiser are generally correlated, and that case is not treated.

```lean
/-- Joint (product) distribution of `n` independent draws from `μ`. -/
def FinDist.iid (μ : FinDist Ω) (n : ℕ) : FinDist (Fin n → Ω) where
  w ω := ∏ k, μ.w (ω k)
  nonneg ω := Finset.prod_nonneg fun k _ => μ.nonneg (ω k)
  total := by
    have h := Finset.prod_univ_sum (fun _ : Fin n => (univ : Finset Ω)) (fun _ x => μ.w x)
    rw [Fintype.piFinset_univ] at h
    exact h.symm.trans (by simp [μ.total])
```

The mean is $\bar p$ (written `m` in the comments) and the covariance is centred.

```lean
/-- Mean of a random parameter error. -/
def FinDist.mean (μ : FinDist Ω) (p : Ω → d → ℝ) : d → ℝ :=
  fun i => μ.expect fun ω => p ω i

/-- Covariance matrix of a random parameter error. -/
def FinDist.cov (μ : FinDist Ω) (p : Ω → d → ℝ) : Matrix d d ℝ :=
  Matrix.of fun i j => μ.expect fun ω => (p ω i - μ.mean p i) * (p ω j - μ.mean p j)
```

The energy has no linear term and none beyond second order. For symmetric $H$, $x=0$ is a stationary point with energy $E_0$ and Hessian $H$.

```lean
/-- Quadratic energy model `E(x) = E₀ + ½ ⟨x, H x⟩`. -/
def energy (E₀ : ℝ) (H : Matrix d d ℝ) (x : d → ℝ) : ℝ := E₀ + 1 / 2 * (x ⬝ᵥ H *ᵥ x)
```

Copy $p^{(k)}$ is `p (ω k)`. The type `ℕ+` enforces $n\ge1$ in the average.

```lean
/-- Weighted combination `∑ aₖ pₖ` of the errors of `n` iterations. -/
def combo {n : ℕ} (a : Fin n → ℝ) (p : Ω → d → ℝ) (ω : Fin n → Ω) : d → ℝ :=
  ∑ k, a k • p (ω k)

/-- Plain average of the errors of `n ≥ 1` iterations. -/
def average (n : ℕ+) (p : Ω → d → ℝ) (ω : Fin n → Ω) : d → ℝ :=
  ((n : ℕ) : ℝ)⁻¹ • ∑ k, p (ω k)
```

## Factorisation over the product distribution

Linearity is an exchange of two finite sums.

```lean
/-- The expectation value is linear. -/
theorem FinDist.expect_sum (μ : FinDist Ω) {ι : Type*} [Fintype ι] (c : ι → ℝ)
    (f : ι → Ω → ℝ) : μ.expect (fun ω => ∑ i, c i * f i ω) = ∑ i, c i * μ.expect (f i) := by
  simp only [FinDist.expect, mul_sum]
  rw [sum_comm]
  exact sum_congr rfl fun i _ => sum_congr rfl fun ω _ => by ring
```

The proof turns on Mathlib's `Finset.prod_univ_sum`, the general distributive law
$$\prod_k\sum_x g_k(x)=\sum_\omega\prod_k g_k(\omega_k),$$
where $g_k$ are functions on the outcomes and $\omega$ runs over all choices of one outcome $\omega_k$ per $k$; `Fintype.piFinset_univ` identifies those choices with all of `Fin n → Ω`. With $g_k$ equal to the weight $w$ it normalised the product distribution above. With $g_k=wf_k$, for one-draw observables $f_k$, it states that expectations of products factorise.

```lean
/-- For independent draws, the expectation of a product of one-draw observables factorises. -/
theorem FinDist.expect_prod (μ : FinDist Ω) (n : ℕ) (f : Fin n → Ω → ℝ) :
    (μ.iid n).expect (fun ω => ∏ k, f k (ω k)) = ∏ k, μ.expect (f k) := by
  have h := Finset.prod_univ_sum (fun _ : Fin n => (univ : Finset Ω)) (fun k x => μ.w x * f k x)
  rw [Fintype.piFinset_univ] at h
  simp only [FinDist.expect, FinDist.iid, ← prod_mul_distrib]
  exact h.symm
```

Setting every factor to $1$ except at $k$, or at $k$ and $l$, and using $\langle1\rangle=1$, yields the law of one copy and the factorisation for two distinct copies.

```lean
/-- An observable of one draw has its `μ`-expectation, and the expectation of a product of
observables of two different draws is the product of their expectations. -/
theorem FinDist.expect_copies (μ : FinDist Ω) (n : ℕ) (f g : Ω → ℝ) (k l : Fin n) :
    (μ.iid n).expect (fun ω => f (ω k)) = μ.expect f ∧
    (k ≠ l → (μ.iid n).expect (fun ω => f (ω k) * g (ω l)) = μ.expect f * μ.expect g) := by
  have one : μ.expect (fun _ => 1) = 1 := by simp [FinDist.expect, μ.total]
  refine ⟨?_, fun hkl => ?_⟩
  · have h := μ.expect_prod n (fun j x => if j = k then f x else 1)
    have e : ∀ j, μ.expect (fun x => if j = k then f x else 1)
        = if j = k then μ.expect f else 1 := by
      intro j
      by_cases hj : j = k <;> simp [hj, one]
    simpa only [e, prod_ite_eq', mem_univ, if_true] using h
  · have h := μ.expect_prod n
      (fun j x => (if j = k then f x else 1) * (if j = l then g x else 1))
    have e : ∀ j, μ.expect (fun x => (if j = k then f x else 1) * (if j = l then g x else 1))
        = (if j = k then μ.expect f else 1) * (if j = l then μ.expect g else 1) := by
      intro j
      by_cases hj : j = k
      · simp [hj, hkl]
      · by_cases hl : j = l
        · simp [hl, hkl.symm]
        · simp [hj, hl, one]
    simpa only [e, prod_mul_distrib, prod_ite_eq', mem_univ, if_true] using h
```

## Energy and moments of a combination

The bias–noise split holds for any error and any $H$. Inside, `h2` is the second-moment identity, `q` and `htr` write the quadratic form and the trace as sums over index pairs, and `expect_sum` moves the expectation inside.

```lean
/-- The expected energy is the energy at the mean error plus `tr(HC)/2`. -/
theorem expected_energy (μ : FinDist Ω) (p : Ω → d → ℝ) (E₀ : ℝ) (H : Matrix d d ℝ) :
    μ.expect (fun ω => energy E₀ H (p ω))
      = energy E₀ H (μ.mean p) + trace (H * μ.cov p) / 2 := by
  have hm : ∀ i, ∑ ω, μ.w ω * p ω i = μ.mean p i := fun i => rfl
  -- second moment = covariance + product of means
  have h2 : ∀ i j, μ.expect (fun ω => p ω i * p ω j)
      = μ.cov p i j + μ.mean p i * μ.mean p j := by
    intro i j
    have h : ∀ ω, μ.w ω * ((p ω i - μ.mean p i) * (p ω j - μ.mean p j))
        = μ.w ω * (p ω i * p ω j) - μ.mean p j * (μ.w ω * p ω i)
          - μ.mean p i * (μ.w ω * p ω j) + μ.mean p i * μ.mean p j * μ.w ω := fun ω => by ring
    simp only [FinDist.cov, of_apply, FinDist.expect, h, sum_add_distrib, sum_sub_distrib,
      ← mul_sum, hm, μ.total]
    ring
  have q : ∀ x : d → ℝ, x ⬝ᵥ H *ᵥ x = ∑ t : d × d, H t.1 t.2 * (x t.2 * x t.1) := by
    intro x
    simp only [dotProduct, mulVec, Fintype.sum_prod_type, mul_sum]
    exact sum_congr rfl fun i _ => sum_congr rfl fun j _ => by ring
  have htr : trace (H * μ.cov p) = ∑ t : d × d, H t.1 t.2 * μ.cov p t.2 t.1 := by
    simp only [trace, Matrix.diag_apply, Matrix.mul_apply, Fintype.sum_prod_type]
  have h : ∀ ω, μ.w ω * energy E₀ H (p ω) = E₀ * μ.w ω
      + 1 / 2 * (μ.w ω * ∑ t : d × d, H t.1 t.2 * (p ω t.2 * p ω t.1)) := by
    intro ω
    rw [energy, q]
    ring
  have h3 : μ.expect (fun ω => energy E₀ H (p ω)) = E₀
      + 1 / 2 * μ.expect (fun ω => ∑ t : d × d, H t.1 t.2 * (p ω t.2 * p ω t.1)) := by
    simp only [FinDist.expect, h, sum_add_distrib, ← mul_sum, μ.total, mul_one]
  rw [h3, μ.expect_sum (fun t : d × d => H t.1 t.2) (fun t ω => p ω t.2 * p ω t.1)]
  simp only [h2, energy, q, htr, mul_add, sum_add_distrib]
  ring
```

Next, `hc` writes the deviation of $P$ as $\sum_ka_k\delta^{(k)}$, `h0` is $\langle\delta_i\rangle=0$, `hp` removes the cross terms, and `hq` expands the double sum.

```lean
omit [Fintype d] in
/-- The combination `∑ aₖ pₖ` of independent copies has mean `(∑ aₖ) m` and covariance
`(∑ aₖ²) C`. -/
theorem moments_combo (μ : FinDist Ω) (p : Ω → d → ℝ) {n : ℕ} (a : Fin n → ℝ) :
    (μ.iid n).mean (combo a p) = (∑ k, a k) • μ.mean p ∧
    (μ.iid n).cov (combo a p) = (∑ k, a k ^ 2) • μ.cov p := by
  have hm : (μ.iid n).mean (combo a p) = (∑ k, a k) • μ.mean p := by
    funext i
    simp only [FinDist.mean, combo, Finset.sum_apply, Pi.smul_apply, smul_eq_mul]
    rw [(μ.iid n).expect_sum a (fun k ω => p (ω k) i), sum_mul]
    exact sum_congr rfl fun k _ =>
      congrArg (a k * ·) (μ.expect_copies n (fun x => p x i) (fun _ => 0) k k).1
  refine ⟨hm, ?_⟩
  ext i j
  have hc : ∀ ω i, combo a p ω i - (μ.iid n).mean (combo a p) i
      = ∑ k, a k * (p (ω k) i - μ.mean p i) := by
    intro ω i
    rw [hm]
    simp only [combo, Finset.sum_apply, Pi.smul_apply, smul_eq_mul, mul_sub, sum_sub_distrib,
      sum_mul]
  have h0 : μ.expect (fun x => p x i - μ.mean p i) = 0 := by
    simp only [FinDist.expect, mul_sub, sum_sub_distrib, ← sum_mul, μ.total, one_mul]
    exact sub_self (μ.mean p i)
  -- cross terms between different copies vanish
  have hp : ∀ k l, (μ.iid n).expect (fun ω => (p (ω k) i - μ.mean p i) *
      (p (ω l) j - μ.mean p j)) = if k = l then μ.cov p i j else 0 := by
    intro k l
    split_ifs with h
    · subst h
      exact (μ.expect_copies n (fun x => (p x i - μ.mean p i) * (p x j - μ.mean p j))
        (fun _ => 0) k k).1
    · exact ((μ.expect_copies n (fun x => p x i - μ.mean p i) (fun x => p x j - μ.mean p j)
        k l).2 h).trans (by rw [h0, zero_mul])
  have hq : ∀ ω : Fin n → Ω, (∑ k, a k * (p (ω k) i - μ.mean p i)) *
      (∑ l, a l * (p (ω l) j - μ.mean p j)) = ∑ t : Fin n × Fin n, a t.1 * a t.2 *
        ((p (ω t.1) i - μ.mean p i) * (p (ω t.2) j - μ.mean p j)) := by
    intro ω
    rw [sum_mul_sum, Fintype.sum_prod_type]
    exact sum_congr rfl fun k _ => sum_congr rfl fun l _ => by ring
  have hs := (μ.iid n).expect_sum (fun t : Fin n × Fin n => a t.1 * a t.2)
    (fun t ω => (p (ω t.1) i - μ.mean p i) * (p (ω t.2) j - μ.mean p j))
  simp only [hp] at hs
  refine Eq.trans ?_ (hs.trans ?_)
  · simp only [FinDist.cov, of_apply, hc, hq]
  · simp [Fintype.sum_prod_type, sum_mul, sq]
```

Applying `expected_energy` to the product distribution gives the formula for normalised weights. The bias term $E(\bar p)$ does not depend on them.

```lean
/-- For weights summing to one, the combination of independent copies has expected energy
`E(m) + (∑ aₖ²) tr(HC)/2`, with `m` the mean error. -/
theorem expected_energy_combo (μ : FinDist Ω) (p : Ω → d → ℝ) (E₀ : ℝ) (H : Matrix d d ℝ)
    {n : ℕ} (a : Fin n → ℝ) (ha : ∑ k, a k = 1) :
    (μ.iid n).expect (fun ω => energy E₀ H (combo a p ω))
      = energy E₀ H (μ.mean p) + (∑ k, a k ^ 2) * (trace (H * μ.cov p) / 2) := by
  rw [expected_energy, (moments_combo μ p a).1, (moments_combo μ p a).2, ha, one_smul,
    Matrix.mul_smul, Matrix.trace_smul, smul_eq_mul]
  ring
```

## The average and its consequences

The hypothesis `μ.mean p = 0` says that the optimiser scatters about $x=0$ without systematic offset; it is assumed, not derived. The proof rewrites the average as `combo` with weights $1/n$, and `h1`, `h2` evaluate $\sum_ka_k$ and $\sum_ka_k^2$.

```lean
/-- The average of `n ≥ 1` independent copies of a zero-mean error with covariance `C` has
expected energy `E₀ + tr(HC)/(2n)`. -/
theorem expected_energy_average (μ : FinDist Ω) (p : Ω → d → ℝ) (E₀ : ℝ) (H : Matrix d d ℝ)
    (hp : μ.mean p = 0) (n : ℕ+) :
    (μ.iid n).expect (fun ω => energy E₀ H (average n p ω))
      = E₀ + trace (H * μ.cov p) / (2 * ((n : ℕ) : ℝ)) := by
  have hn : ((n : ℕ) : ℝ) ≠ 0 := Nat.cast_ne_zero.mpr n.pos.ne'
  have hav : average n p = combo (fun _ => ((n : ℕ) : ℝ)⁻¹) p := by
    funext ω
    simp only [average, combo, Finset.smul_sum]
  have h1 : ∑ _k : Fin n, ((n : ℕ) : ℝ)⁻¹ = 1 := by
    rw [sum_const, card_univ, Fintype.card_fin, nsmul_eq_mul, mul_inv_cancel₀ hn]
  have h2 : ∑ _k : Fin n, ((n : ℕ) : ℝ)⁻¹ ^ 2 = ((n : ℕ) : ℝ)⁻¹ := by
    rw [sum_const, card_univ, Fintype.card_fin, nsmul_eq_mul, sq, mul_inv_cancel_left₀ hn]
  rw [hav, expected_energy_combo μ p E₀ H _ h1, hp]
  simp only [h2, energy, zero_dotProduct]
  ring
```

For copy numbers `m < n`, clearing denominators leaves the sign of $T(n-m)$, which `nlinarith` settles in both directions.

```lean
/-- For a zero-mean error, averaging over more copies strictly lowers the expected energy
exactly when `tr(HC) > 0`. -/
theorem averaging_lowers_iff (μ : FinDist Ω) (p : Ω → d → ℝ) (E₀ : ℝ) (H : Matrix d d ℝ)
    (hp : μ.mean p = 0) (m n : ℕ+) (hmn : m < n) :
    (μ.iid n).expect (fun ω => energy E₀ H (average n p ω))
      < (μ.iid m).expect (fun ω => energy E₀ H (average m p ω)) ↔ 0 < trace (H * μ.cov p) := by
  have hm : (0 : ℝ) < (m : ℕ) := Nat.cast_pos.mpr m.pos
  have hn : (0 : ℝ) < (n : ℕ) := Nat.cast_pos.mpr n.pos
  have hd : (0 : ℝ) < ((n : ℕ) : ℝ) - (m : ℕ) :=
    sub_pos.mpr (Nat.cast_lt.mpr ((PNat.coe_lt_coe m n).mpr hmn))
  rw [expected_energy_average μ p E₀ H hp, expected_energy_average μ p E₀ H hp,
    add_lt_add_iff_left, div_lt_div_iff₀ (mul_pos two_pos hn) (mul_pos two_pos hm)]
  constructor
  · intro h
    by_contra hT
    nlinarith [mul_nonneg (neg_nonneg.mpr (not_lt.mp hT)) hd.le]
  · intro h
    nlinarith [mul_pos h hd]
```

The hypothesis `hH` says that $x=0$ minimises the model energy. The trace is rewritten as the expectation of the form at $\delta$, a sum of nonnegative terms. It yields $T\ge0$ only; if $T=0$, averaging leaves the expected energy unchanged.

```lean
/-- If the quadratic form of `H` is nonnegative, then `tr(HC) ≥ 0`. -/
theorem trace_cov_nonneg (μ : FinDist Ω) (p : Ω → d → ℝ) (H : Matrix d d ℝ)
    (hH : ∀ x, 0 ≤ x ⬝ᵥ H *ᵥ x) : 0 ≤ trace (H * μ.cov p) := by
  have htr : trace (H * μ.cov p) = ∑ t : d × d, H t.1 t.2 * μ.cov p t.2 t.1 := by
    simp only [trace, Matrix.diag_apply, Matrix.mul_apply, Fintype.sum_prod_type]
  -- `tr(HC)` is the expectation of the quadratic form at the centred error
  have hs := μ.expect_sum (fun t : d × d => H t.1 t.2)
    (fun t ω => (p ω t.2 - μ.mean p t.2) * (p ω t.1 - μ.mean p t.1))
  rw [htr]
  refine le_of_le_of_eq ?_ hs
  unfold FinDist.expect
  refine sum_nonneg fun ω _ => mul_nonneg (μ.nonneg ω) ((hH (p ω - μ.mean p)).trans_eq ?_)
  simp only [dotProduct, mulVec, Fintype.sum_prod_type, mul_sum, Pi.sub_apply]
  exact sum_congr rfl fun i _ => sum_congr rfl fun j _ => by ring
```

Optimality covers all real weights summing to one, negative ones included, as a non-strict inequality. Cauchy–Schwarz enters as `Finset.sum_mul_sq_le_sq_mul_sq` and is multiplied by $T\ge0$.

```lean
/-- For a zero-mean error and a nonnegative quadratic form `H`, no combination of `n` copies
with weights summing to one has lower expected energy than the plain average. -/
theorem average_optimal (μ : FinDist Ω) (p : Ω → d → ℝ) (E₀ : ℝ) (H : Matrix d d ℝ)
    (hp : μ.mean p = 0) (hH : ∀ x, 0 ≤ x ⬝ᵥ H *ᵥ x) (n : ℕ+) (a : Fin n → ℝ)
    (ha : ∑ k, a k = 1) :
    (μ.iid n).expect (fun ω => energy E₀ H (average n p ω))
      ≤ (μ.iid n).expect (fun ω => energy E₀ H (combo a p ω)) := by
  have hn : (0 : ℝ) < (n : ℕ) := Nat.cast_pos.mpr n.pos
  -- Cauchy-Schwarz for the weights
  have h1 : 1 ≤ (∑ k, a k ^ 2) * ((n : ℕ) : ℝ) := by
    simpa [ha] using Finset.sum_mul_sq_le_sq_mul_sq univ a (fun _ => 1)
  have h2 : trace (H * μ.cov p) / (2 * ((n : ℕ) : ℝ))
      ≤ (∑ k, a k ^ 2) * (trace (H * μ.cov p) / 2) := by
    rw [div_le_iff₀ (mul_pos two_pos hn)]
    nlinarith [mul_le_mul_of_nonneg_left h1 (trace_cov_nonneg μ p H hH)]
  rw [expected_energy_average μ p E₀ H hp, expected_energy_combo μ p E₀ H a ha, hp]
  simp only [energy, zero_dotProduct]
  linarith

end

end IterateAveraging
```

```lean
#print axioms IterateAveraging.expected_energy_average
#print axioms IterateAveraging.averaging_lowers_iff
#print axioms IterateAveraging.average_optimal
```

```
'IterateAveraging.expected_energy_average' depends on axioms: [propext, Classical.choice, Quot.sound]
'IterateAveraging.averaging_lowers_iff' depends on axioms: [propext, Classical.choice, Quot.sound]
'IterateAveraging.average_optimal' depends on axioms: [propext, Classical.choice, Quot.sound]
```
